# At any positive temperature, the free energy of a two-state charge ensemble has slopes arbitrarily far below that of its chord

Two adjacent charge states with fixed energies `E0` and `E1` are mixed with weights `1 - w` and `w`, and the free energy is the mean energy minus the temperature `T`, in energy units, times the entropy of the weights. The lemma `exists_deriv_le` says that for every `T > 0` and every `B > 0` there is a fractional charge `w` strictly between 0 and 1 at which the derivative of the free energy with respect to `w` is at most `E1 - E0 - B`. The proof takes `w` to be half of `exp (-(B / T))` and uses the slope formula `E1 - E0 + T (log w - log (1 - w))`. At this `w` the difference of logarithms is at most `-(B / T)`, so the entropic term lowers the slope by at least `B`.

This version doesn't compile in Lean 4 with Mathlib:

```lean
import Mathlib

open Set Filter Topology

namespace FractionalChargeFreeEnergy

noncomputable section

/-- The straight line in the fractional charge `w` joining the energies `E0` and `E1`
of two adjacent charge states. -/
def chord (E0 E1 w : ℝ) : ℝ := (1 - w) * E0 + w * E1

/-- The free energy of a two-state ensemble with weights `1 - w` and `w`, for `w` in `[0, 1]`,
at temperature `T` in energy units. -/
def freeEnergy (T E0 E1 w : ℝ) : ℝ :=
  chord E0 E1 w + T * (w * Real.log w + (1 - w) * Real.log (1 - w))

/-- The slope formula for the free energy at fractional charge `w`, for `0 < w < 1`. -/
def chargeSlope (T E0 E1 w : ℝ) : ℝ :=
  E1 - E0 + T * (Real.log w - Real.log (1 - w))

/-- The gap between the chord and the free energy is the temperature times the
binary entropy of the weights. -/
theorem chord_sub_freeEnergy (T E0 E1 w : ℝ) :
    chord E0 E1 w - freeEnergy T E0 E1 w = T * Real.binEntropy w := by
  simp only [freeEnergy, Real.binEntropy, Real.log_inv]
  ring

/-- At fractional charge the derivative of the free energy with respect to the charge is
`E1 - E0 + T (log w - log (1 - w))`. -/
theorem hasDerivAt_freeEnergy {w : ℝ} (T E0 E1 : ℝ) (hw : w ∈ Ioo (0 : ℝ) 1) :
    HasDerivAt (freeEnergy T E0 E1) (chargeSlope T E0 E1 w) w := by
  have hf : freeEnergy T E0 E1 =
      fun x => (E0 + x * (E1 - E0)) - T * Real.binEntropy x := by
    funext x
    have hx := chord_sub_freeEnergy T E0 E1 x
    unfold chord at hx
    linear_combination -hx
  rw [hf]
  have h := (((hasDerivAt_id' w).mul_const (E1 - E0)).const_add E0).fun_sub
    ((Real.hasDerivAt_binEntropy hw.1.ne' hw.2.ne).const_mul T)
  exact h.congr_deriv (by unfold chargeSlope; ring)

/-- At every positive temperature there is a fractional charge at which the derivative of the
free energy lies below the slope `E1 - E0` of the chord by at least any prescribed `B > 0`. -/
theorem exists_deriv_le {T B : ℝ} (E0 E1 : ℝ) (hT : 0 < T) (hB : 0 < B) :
    ∃ w ∈ Ioo (0 : ℝ) 1, deriv (freeEnergy T E0 E1) w ≤ E1 - E0 - B := by
  have hpos : 0 < Real.exp (-(B / T)) := Real.exp_pos _
  have hlt : Real.exp (-(B / T)) < 1 :=
    Real.exp_lt_one (neg_lt_zero.mpr (div_pos hB hT))
  -- an exponentially small charge makes the entropic slope as negative as required
  have hw : Real.exp (-(B / T)) / 2 ∈ Ioo (0 : ℝ) 1 := ⟨by linarith, by linarith⟩
  refine ⟨Real.exp (-(B / T)) / 2, hw, ?_⟩
  rw [(hasDerivAt_freeEnergy T E0 E1 hw).deriv]
  have h1 : Real.log (Real.exp (-(B / T)) / 2) = -(B / T) - Real.log 2 := by
    rw [Real.log_div hpos.ne' (by norm_num), Real.log_exp]
  have h2 : -Real.log 2 ≤ Real.log (1 - Real.exp (-(B / T)) / 2) := by
    rw [← Real.log_inv]
    exact Real.log_le_log (by norm_num) (by linarith)
  have h3 : Real.log (Real.exp (-(B / T)) / 2)
      - Real.log (1 - Real.exp (-(B / T)) / 2) ≤ -(B / T) := by
    linarith
  have h4 := mul_le_mul_of_nonneg_left h3 hT.le
  have h5 : T * -(B / T) = -B := by
    rw [mul_neg, mul_div_cancel₀ B hT.ne']
  unfold chargeSlope
  linarith

end

end FractionalChargeFreeEnergy
```

Compiling this gives:

```
Main.lean:50:4: error(lean.unknownIdentifier): Unknown constant `Real.exp_lt_one`
```

What went wrong. The one error is a missing name. To show that the chosen charge lies below 1, the proof needs `Real.exp (-(B / T)) < 1`, and it calls `Real.exp_lt_one` for this. Lean reports that no constant of that name is known, so the step has no lemma behind it. The argument passed to it, a proof that `-(B / T)` is negative, is sound.

The repair uses `Real.exp_lt_one_iff`, which states an equivalence: the exponential of a real number is less than 1 exactly when the number is negative. Its `.mpr` direction turns the same proof of negativity into the required inequality.

The other change, in `h5`, replaces a rewrite by `field_simp` to prove `T * -(B / T) = -B`. No message concerns the old rewrite, so as far as the messages show this is mere tidying.

After these edits no error is left:

```diff
@@ -48,5 +48,5 @@
   have hpos : 0 < Real.exp (-(B / T)) := Real.exp_pos _
   have hlt : Real.exp (-(B / T)) < 1 :=
-    Real.exp_lt_one (neg_lt_zero.mpr (div_pos hB hT))
+    Real.exp_lt_one_iff.mpr (neg_lt_zero.mpr (div_pos hB hT))
   -- an exponentially small charge makes the entropic slope as negative as required
   have hw : Real.exp (-(B / T)) / 2 ∈ Ioo (0 : ℝ) 1 := ⟨by linarith, by linarith⟩
@@ -63,5 +63,5 @@
   have h4 := mul_le_mul_of_nonneg_left h3 hT.le
   have h5 : T * -(B / T) = -B := by
-    rw [mul_neg, mul_div_cancel₀ B hT.ne']
+    field_simp
   unfold chargeSlope
   linarith
```
